# RPA correlation energy of the Hubbard dimer at weak coupling: −U²/(8t) with the same-spin term, −U²/(16t) without it

Run an RPA program on the Hubbard dimer at a few small values of the repulsion U, divide the correlation energy Ec by U², and extrapolate to U = 0. For hopping t > 0, the limit is −1/(8t) if the coupling between excitations of equal spin is kept, and −1/(16t) if it is dropped. This holds for a program that takes Ec as half the sum of the frequencies of the two spin-conserving excitations minus half the trace of the RPA matrix A. For such a program, the number shows which of the two conventions it follows. With another energy formula, or with spin-flip excitations included, the limit can differ.

The dimer has two sites and two electrons, one of each spin. Without interaction, both electrons occupy the bonding orbital at energy −t, and the antibonding orbital lies at +t. Each electron can be excited across the gap 2t, so there are two spin-conserving excitations, one per spin. The repulsion couples them, and RPA obtains the correlation energy from the shifted excitation frequencies.

## The two matrices and the energy

```lean
import Mathlib

open Filter Topology

namespace HubbardDimerRPA

noncomputable section
```

In what follows, `def` introduces a definition and `theorem` a statement. The proof of a theorem comes after `:= by`, and text between `/--` and `-/` is a comment.

```lean
/-- The coupling matrix `B` of the dimer with on-site repulsion `U`; the factor `κ` scales the
same-spin term, which is kept in full for `κ = 1` and dropped for `κ = 0`. -/
def coupling (κ U : ℝ) : Matrix (Fin 2) (Fin 2) ℝ :=
  (U / 2) • !![κ, 1; 1, κ]
```

This is the RPA matrix B, here named `coupling`. Its rows and columns stand for the spin-up and the spin-down excitation:

B = (U/2) [[κ, 1], [1, κ]]

The type `Matrix (Fin 2) (Fin 2) ℝ` means a real 2 by 2 matrix. The value U/2 is the repulsion between two bonding-to-antibonding transition densities, each of which has weight +1/2 on one site and −1/2 on the other. The factor κ is a device to treat both conventions together. At κ = 1 equal spins couple as strongly as opposite spins, as in direct RPA. At κ = 0 only opposite spins couple, as in the interaction U n↑n↓ on each site.

```lean
/-- The matrix `A = 2t + B` of the dimer, with the bare excitation energy `2t` on the diagonal. -/
def excitation (t κ U : ℝ) : Matrix (Fin 2) (Fin 2) ℝ :=
  (2 * t) • (1 : Matrix (Fin 2) (Fin 2) ℝ) + coupling κ U
```

The matrix A, named `excitation`, is the gap 2t times the unit matrix, plus B. Both matrices enter as definitions; obtaining them from the Hubbard Hamiltonian and its mean-field orbitals is the step that links the theorems to the physical dimer, and it is taken as given.

```lean
/-- The product `(A - B)(A + B)`, whose eigenvalues are the squared RPA frequencies. -/
def squaredRPA {n : Type*} [Fintype n] (A B : Matrix n n ℝ) : Matrix n n ℝ :=
  (A - B) * (A + B)
```

The eigenvalues of (A − B)(A + B) are the squared RPA frequencies ω². This definition applies to real matrices of any finite size.

```lean
/-- The RPA correlation energy: half the sum of the RPA frequencies minus half the trace of `A`. The
formula is defined for all real `A` and `B`, but is meant for pairs for which all eigenvalues of
`(A - B)(A + B)` are real and nonnegative. -/
def rpaEnergy {n : Type*} [Fintype n] [DecidableEq n] (A B : Matrix n n ℝ) : ℝ :=
  (((squaredRPA A B).charpoly.roots.map Real.sqrt).sum - A.trace) / 2
```

With the sum running over the frequencies obtained from A and B, this is the correlation energy used here,

Ec = ½ (Σ ω − tr A)

although the Lean name is just `rpaEnergy`. The frequencies are found by taking the roots of the characteristic polynomial, with multiplicity, and then their square roots. Only real roots are listed, and Lean's square root of a negative number is 0, so the value has physical meaning only when all squared frequencies are real and nonnegative.

```lean
/-- The RPA correlation energy of the Hubbard dimer with same-spin factor `κ`. -/
def dimerEc (t κ U : ℝ) : ℝ :=
  rpaEnergy (excitation t κ U) (coupling κ U)
```

`dimerEc` is this energy for the dimer, as a function of t, κ and U.

## The dimer's frequencies

```lean
/-- A real 2 by 2 matrix with trace `a + b` and determinant `a b` has the eigenvalues
`a` and `b`, counted with multiplicity. -/
theorem roots_of_trace_det (M : Matrix (Fin 2) (Fin 2) ℝ) (a b : ℝ)
    (htr : M.trace = a + b) (hdet : M.det = a * b) : M.charpoly.roots = {a, b} := by
  have h : M.charpoly =
      (Polynomial.X - Polynomial.C a) * (Polynomial.X - Polynomial.C b) := by
    rw [Matrix.charpoly_fin_two, htr, hdet, Polynomial.C_add, Polynomial.C_mul]
    ring
  rw [h, Polynomial.roots_mul (mul_ne_zero (Polynomial.X_sub_C_ne_zero a)
    (Polynomial.X_sub_C_ne_zero b)), Polynomial.roots_X_sub_C, Polynomial.roots_X_sub_C]
  exact Multiset.singleton_add a {b}
```

The characteristic polynomial of a 2 by 2 matrix M is

x² − (tr M) x + det M

If tr M = a + b and det M = ab, it factorises as (x − a)(x − b), so the eigenvalues are a and b. The Lean proof does the same: it rewrites the polynomial, lets `ring` confirm the factorisation, and reads off the roots. The braces in `{a, b}` denote a multiset, in which a double eigenvalue is listed twice.

```lean
/-- The squared RPA frequencies of the dimer are `2t(2t + (κ - 1)U)` and `2t(2t + (κ + 1)U)`. -/
theorem dimer_eigenvalues (t κ U : ℝ) :
    (squaredRPA (excitation t κ U) (coupling κ U)).charpoly.roots =
      {2 * t * (2 * t + (κ - 1) * U), 2 * t * (2 * t + (κ + 1) * U)} := by
  -- `A - B` is the scalar `2t`, so the product is symmetric
  have h : squaredRPA (excitation t κ U) (coupling κ U) =
      !![4 * t ^ 2 + 2 * t * κ * U, 2 * t * U; 2 * t * U, 4 * t ^ 2 + 2 * t * κ * U] := by
    rw [squaredRPA, excitation, add_sub_cancel_right, Matrix.smul_mul, Matrix.one_mul]
    ext i j
    fin_cases i <;> fin_cases j <;> simp [coupling] <;> ring
  rw [h]
  apply roots_of_trace_det
  · rw [Matrix.trace_fin_two_of]
    ring
  · rw [Matrix.det_fin_two_of]
    ring
```

By hand, A − B = 2t and A + B = 2t + 2B, so

(A − B)(A + B) = 4t² + 4tB

The normalised eigenvectors of B are (1, −1)/√2 and (1, 1)/√2, with eigenvalues (κ − 1)U/2 and (κ + 1)U/2. The squared frequencies are therefore

2t(2t + (κ − 1)U) and 2t(2t + (κ + 1)U)

In the first mode the two spins oscillate out of phase, in the second in phase. Lean reaches the same result without eigenvectors. It computes the four entries of the product, then checks that the trace and determinant equal the sum and product of the two claimed values.

```lean
/-- For `t > 0` and `U ≥ 0`, all squared RPA frequencies of the dimer are positive exactly when
`(1 - κ)U < 2t`. -/
theorem dimer_stable_iff {t U : ℝ} (κ : ℝ) (ht : 0 < t) (hU : 0 ≤ U) :
    (∀ w ∈ (squaredRPA (excitation t κ U) (coupling κ U)).charpoly.roots, 0 < w) ↔
      (1 - κ) * U < 2 * t := by
  rw [dimer_eigenvalues]
  simp only [Multiset.insert_eq_cons, Multiset.mem_cons, Multiset.mem_singleton,
    forall_eq_or_imp, forall_eq]
  have h2 : 0 < 2 * t := by positivity
  constructor
  · rintro ⟨h, _⟩
    have h' := (mul_pos_iff_of_pos_left h2).1 h
    linarith
  · intro h
    exact ⟨mul_pos h2 (by linarith), mul_pos h2 (by linarith)⟩
```

For t > 0 and U ≥ 0, both squared frequencies are positive exactly when (1 − κ)U < 2t. The out-of-phase mode gives this condition directly, after division by 2t. The in-phase mode adds nothing new, because its bracket is larger by 2U. With the same-spin term kept, the condition reads 0 < 2t and always holds. With the term dropped, it reads U < 2t, and at U = 2t the out-of-phase frequency reaches zero. The two halves of the proof, after `constructor`, are the two directions of "exactly when".

```lean
/-- The correlation energy of the dimer in terms of its two RPA frequencies. -/
theorem dimerEc_eq (t κ U : ℝ) :
    dimerEc t κ U = (√(2 * t * (2 * t + (κ - 1) * U)) + √(2 * t * (2 * t + (κ + 1) * U))
      - (4 * t + κ * U)) / 2 := by
  have htr : (excitation t κ U).trace = 4 * t + κ * U := by
    rw [Matrix.trace_fin_two]
    simp [excitation, coupling]
    ring
  rw [dimerEc, rpaEnergy, dimer_eigenvalues, htr]
  simp only [Multiset.insert_eq_cons, Multiset.map_cons, Multiset.map_singleton,
    Multiset.sum_cons, Multiset.sum_singleton]
```

The trace of A is 4t + κU. Inserting it and the two frequencies into the definition gives

Ec = ½ [√(2t(2t + (κ − 1)U)) + √(2t(2t + (κ + 1)U)) − (4t + κU)]

## From one mode to the limit

```lean
/-- For `t > 0` and `t + v ≥ 0`, the RPA frequency of a mode with coupling `v` differs from
`2t + v` by an explicit term of second order in `v`. -/
theorem frequency_shift {t v : ℝ} (ht : 0 < t) (hv : 0 ≤ t + v) :
    √(4 * t * (t + v)) - (2 * t + v) = -v ^ 2 / (√(4 * t * (t + v)) + (2 * t + v)) := by
  have hs := Real.sq_sqrt (mul_nonneg (by positivity : 0 ≤ 4 * t) hv)
  have hp : 0 < √(4 * t * (t + v)) + (2 * t + v) := by
    have := Real.sqrt_nonneg (4 * t * (t + v))
    linarith
  rw [eq_div_iff hp.ne']
  linear_combination hs
```

Let v be an eigenvalue of B. The corresponding eigenvalue of A is 2t + v, and the RPA frequency is ω = √(4t(t + v)). Squaring both and subtracting leaves one term:

ω² − (2t + v)² = 4t² + 4tv − (4t² + 4tv + v²) = −v²

Dividing by ω + (2t + v) gives

ω − (2t + v) = −v² / (ω + 2t + v)

The divisor is positive because 2t + v = t + (t + v), with t > 0 and t + v ≥ 0. In the proof, `hs` is the statement ω² = 4t(t + v), `hp` is the positivity of the divisor, and `linear_combination hs` carries out the subtraction. The identity is exact, with no expansion in v.

```lean
/-- For `t > 0`, the frequency shift of a mode with coupling `cU/2`, divided by `U²`, tends to
`-c²/(16t)` as `U` tends to zero. -/
theorem frequency_shift_limit {t : ℝ} (ht : 0 < t) (c : ℝ) :
    Tendsto (fun U : ℝ => (√(2 * t * (2 * t + c * U)) - (2 * t + c * U / 2)) / U ^ 2)
      (𝓝[≠] 0) (𝓝 (-c ^ 2 / (16 * t))) := by
  have hsq : √(2 * t * (2 * t + c * 0)) = 2 * t := by
    rw [show 2 * t * (2 * t + c * 0) = (2 * t) ^ 2 by ring]
    exact Real.sqrt_sq (by positivity)
  have h0 : √(2 * t * (2 * t + c * 0)) + (2 * t + c * 0 / 2) ≠ 0 := by
    rw [hsq]
    apply ne_of_gt
    linarith
  have hcont : ContinuousAt (fun U : ℝ =>
      -(c ^ 2 / 4) / (√(2 * t * (2 * t + c * U)) + (2 * t + c * U / 2))) 0 :=
    ContinuousAt.div continuousAt_const (Continuous.continuousAt (by fun_prop)) h0
  have hval : -(c ^ 2 / 4) / (√(2 * t * (2 * t + c * 0)) + (2 * t + c * 0 / 2)) =
      -c ^ 2 / (16 * t) := by
    rw [hsq, show 2 * t + (2 * t + c * 0 / 2) = 4 * t by ring,
      div_eq_div_iff (by positivity) (by positivity)]
    ring
  have hev : ∀ᶠ U in 𝓝 (0 : ℝ), 0 < t + c * U / 2 := by
    have hc : ContinuousAt (fun U : ℝ => t + c * U / 2) 0 :=
      Continuous.continuousAt (by fun_prop)
    exact hc.tendsto.eventually_const_lt (by simpa using ht)
  rw [← hval]
  refine (hcont.tendsto.mono_left nhdsWithin_le_nhds).congr' ?_
  -- away from `U = 0` the factor `U²` cancels exactly
  filter_upwards [self_mem_nhdsWithin, nhdsWithin_le_nhds hev] with U hU hpos
  have hU' : U ≠ 0 := hU
  have hm := frequency_shift ht hpos.le
  rw [show 4 * t * (t + c * U / 2) = 2 * t * (2 * t + c * U) by ring] at hm
  rw [hm, div_right_comm]
  congr 1
  rw [eq_div_iff (pow_ne_zero 2 hU')]
  ring
```

Here the coupling of the mode is v = cU/2 with a fixed number c. The expression `Tendsto f (𝓝[≠] 0) (𝓝 L)` says that f(U) tends to L as U tends to 0 through nonzero values of either sign. For small U ≠ 0, the previous identity divided by U² reads

(ω − 2t − cU/2) / U² = −(c²/4) / (ω + 2t + cU/2)

The right-hand side is continuous at U = 0, where ω = 2t and the denominator is 4t. The limit is −c²/(16t).

In Lean, `hcont` is this continuity and `hval` the value at U = 0. The step `hev` ensures that t + cU/2 is positive for U near 0, as the identity requires. The closing lines show that the two sides agree for all nonzero U near 0, so that they share the limit.

```lean
/-- For `t > 0`, the RPA correlation energy of the dimer with same-spin factor `κ`, divided by
`U²`, tends to `-(1 + κ²)/(16t)` as `U` tends to zero. -/
theorem dimerEc_weak_coupling {t : ℝ} (ht : 0 < t) (κ : ℝ) :
    Tendsto (fun U : ℝ => dimerEc t κ U / U ^ 2) (𝓝[≠] 0)
      (𝓝 (-(1 + κ ^ 2) / (16 * t))) := by
  have h := ((frequency_shift_limit ht (κ - 1)).add
    (frequency_shift_limit ht (κ + 1))).div_const 2
  rw [show (-(κ - 1) ^ 2 / (16 * t) + -(κ + 1) ^ 2 / (16 * t)) / 2 =
    -(1 + κ ^ 2) / (16 * t) by ring] at h
  refine h.congr (fun U => ?_)
  rw [dimerEc_eq]
  ring
```

The eigenvalues of A add up to its trace, so Ec is half the sum of the two mode shifts. The modes have c = κ − 1 and c = κ + 1, and

½ [(κ − 1)² + (κ + 1)²] = 1 + κ²

Hence

Ec/U² → −(1 + κ²)/(16t) as U → 0

The proof adds the two limits, divides by 2, and uses `dimerEc_eq` to recognise the result as the correlation energy.

The condition t > 0 means that the occupied orbital, at energy −t, is the lower of the two. In a dimer with negative hopping, the electrons occupy the orbital at +t instead, the gap is 2|t|, and the limit holds with |t| in place of t.

## Same-spin term kept or dropped

```lean
/-- Same-spin term kept: the squared frequencies are `4t²` and `4t(t + U)`, and for `t > 0`
the ratio `Ec/U²` tends to `-1/(8t)` as `U` tends to zero. -/
theorem same_spin_kept {t : ℝ} (ht : 0 < t) :
    (∀ U, (squaredRPA (excitation t 1 U) (coupling 1 U)).charpoly.roots =
      {4 * t ^ 2, 4 * t * (t + U)}) ∧
    Tendsto (fun U : ℝ => dimerEc t 1 U / U ^ 2) (𝓝[≠] 0) (𝓝 (-1 / (8 * t))) := by
  constructor
  · intro U
    rw [dimer_eigenvalues, show 2 * t * (2 * t + (1 - 1) * U) = 4 * t ^ 2 by ring,
      show 2 * t * (2 * t + (1 + 1) * U) = 4 * t * (t + U) by ring]
  · have h := dimerEc_weak_coupling ht 1
    rwa [show -(1 + (1 : ℝ) ^ 2) / (16 * t) = -1 / (8 * t) by ring] at h
```

At κ = 1 the squared frequencies are 4t² and 4t(t + U), for every U. The out-of-phase mode stays at the bare gap 2t and contributes nothing to Ec. The whole limit −1/(8t) comes from the in-phase mode. The symbol `∧` joins the two claims, and the proof sets κ = 1 in the general results.

```lean
/-- Same-spin term dropped: the squared frequencies are `2t(2t - U)` and `2t(2t + U)`, and for
`t > 0` the ratio `Ec/U²` tends to `-1/(16t)` as `U` tends to zero. -/
theorem same_spin_dropped {t : ℝ} (ht : 0 < t) :
    (∀ U, (squaredRPA (excitation t 0 U) (coupling 0 U)).charpoly.roots =
      {2 * t * (2 * t - U), 2 * t * (2 * t + U)}) ∧
    Tendsto (fun U : ℝ => dimerEc t 0 U / U ^ 2) (𝓝[≠] 0) (𝓝 (-1 / (16 * t))) := by
  constructor
  · intro U
    rw [dimer_eigenvalues, show 2 * t * (2 * t + (0 - 1) * U) = 2 * t * (2 * t - U) by ring,
      show 2 * t * (2 * t + (0 + 1) * U) = 2 * t * (2 * t + U) by ring]
  · have h := dimerEc_weak_coupling ht 0
    rwa [show -(1 + (0 : ℝ) ^ 2) / (16 * t) = -1 / (16 * t) by ring] at h
```

At κ = 0 the squared frequencies are 2t(2t − U) and 2t(2t + U). The two modes have couplings of equal size and opposite sign, so they contribute equally to the limit, which is −1/(16t). The formula for the spectrum holds for every U, but both frequencies are real and positive only for −2t < U < 2t.

```lean
/-- For `t > 0`, keeping the same-spin term gives the lower correlation energy at `U = t`,
and dropping it gives the lower one at `U = 3t/2`. -/
theorem same_spin_order_reverses {t : ℝ} (ht : 0 < t) :
    dimerEc t 1 t < dimerEc t 0 t ∧ dimerEc t 0 (3 * t / 2) < dimerEc t 1 (3 * t / 2) := by
  have htt := mul_pos ht ht
  constructor
  · rw [dimerEc_eq, dimerEc_eq]
    have h1 : √(2 * t * (2 * t + (1 - 1) * t)) < 2001 / 1000 * t :=
      (Real.sqrt_lt' (by positivity)).2 (by nlinarith)
    have h2 : √(2 * t * (2 * t + (1 + 1) * t)) < 2829 / 1000 * t :=
      (Real.sqrt_lt' (by positivity)).2 (by nlinarith)
    have h3 : 141 / 100 * t < √(2 * t * (2 * t + (0 - 1) * t)) :=
      (Real.lt_sqrt (by positivity)).2 (by nlinarith)
    have h4 : 244 / 100 * t < √(2 * t * (2 * t + (0 + 1) * t)) :=
      (Real.lt_sqrt (by positivity)).2 (by nlinarith)
    linarith
  · rw [dimerEc_eq, dimerEc_eq]
    have h1 : √(2 * t * (2 * t + (0 - 1) * (3 * t / 2))) < 1001 / 1000 * t :=
      (Real.sqrt_lt' (by positivity)).2 (by nlinarith)
    have h2 : √(2 * t * (2 * t + (0 + 1) * (3 * t / 2))) < 265 / 100 * t :=
      (Real.sqrt_lt' (by positivity)).2 (by nlinarith)
    have h3 : 1999 / 1000 * t < √(2 * t * (2 * t + (1 - 1) * (3 * t / 2))) :=
      (Real.lt_sqrt (by positivity)).2 (by nlinarith)
    have h4 : 316 / 100 * t < √(2 * t * (2 * t + (1 + 1) * (3 * t / 2))) :=
      (Real.lt_sqrt (by positivity)).2 (by nlinarith)
    linarith

end

end HubbardDimerRPA
```

Near U = 0, keeping the same-spin term gives the lower energy. That order does not persist over the whole range 0 < U < 2t. The formula for Ec gives, in rounded values:

U = t: Ec ≈ −0.086t with the term kept, −0.068t with it dropped

U = 3t/2: Ec ≈ −0.169t with the term kept, −0.177t with it dropped

The theorem states the two inequalities, not the decimals. Its proof bounds each square root on the side that is needed, above or below, by a rational multiple of t. Each bound is confirmed by squaring, and `linarith` combines them. A comparison of the two conventions at small U therefore does not settle which one gives the lower energy at moderate U, even in this two-site model.

```lean
#print axioms HubbardDimerRPA.dimerEc_weak_coupling
#print axioms HubbardDimerRPA.same_spin_kept
#print axioms HubbardDimerRPA.same_spin_dropped
#print axioms HubbardDimerRPA.same_spin_order_reverses
```

```
'HubbardDimerRPA.dimerEc_weak_coupling' depends on axioms: [propext, Classical.choice, Quot.sound]
'HubbardDimerRPA.same_spin_kept' depends on axioms: [propext, Classical.choice, Quot.sound]
'HubbardDimerRPA.same_spin_dropped' depends on axioms: [propext, Classical.choice, Quot.sound]
'HubbardDimerRPA.same_spin_order_reverses' depends on axioms: [propext, Classical.choice, Quot.sound]
```
